# For real symmetric V, the ground energy of DᵀGD + V is nondecreasing and concave in the diagonal matrix G

## Two sites with unequal coefficients

Take two sites with amplitudes x₀ and x₁, no potential, and the Hamiltonian diag(g₀, g₁). A normalised state has energy

g₀x₀² + g₁x₁², with x₀² + x₁² = 1,

so the ground energy is min(g₀, g₁). The profile (1, 0) has ground energy 0, with the state on the second site. The profile (0, 1) also has ground energy 0, with the state on the first site. Their equal-weight average is (1/2, 1/2), for which every normalised state has energy 1/2.

Each separate profile lets the state settle where the coefficient vanishes, whereas the averaged profile has no such place. The average of the two ground energies is 0, and the ground energy of the average is 1/2. For any finite number of sites and profiles, and with one symmetric potential matrix shared by all profiles, the average of the ground energies never exceeds the ground energy of the average.

## The Hamiltonian and its ground energy

Three finite index sets are needed: `n` labels the sites or basis functions, `m` labels the components of Dx on which the kinetic coefficients act, and `κ` labels the profiles to be averaged.

In Lean 4 with Mathlib:

```lean
import Mathlib

open Matrix

namespace KineticProfile

variable {m n κ : Type*} [Fintype m] [Fintype n] [Fintype κ] [DecidableEq m]
```

Let D be a real rectangular matrix, V a real matrix, and g a list of real coefficients gᵢ, one for each i in `m`. The Hamiltonian is

H(g) = Dᵀ diag(g) D + V.

If D is a finite-difference derivative, the first term is a discretised kinetic operator with a coordinate-dependent coefficient, such as an inverse effective mass along a vibrational coordinate. Constant factors are absorbed in g.

```lean
/-- The Hamiltonian `Dᵀ G D + V` with diagonal kinetic coefficients `G = diag g`. -/
def hamiltonian (D : Matrix m n ℝ) (V : Matrix n n ℝ) (g : m → ℝ) : Matrix n n ℝ :=
  Dᵀ * diagonal g * D + V
```

The ground energy E(g) is the lowest eigenvalue of H(g). The definition takes the infimum of all real μ that have a nonzero real eigenvector; that this infimum is itself an eigenvalue is proved below for symmetric matrices on a nonempty index set.

```lean
/-- The ground energy: the infimum of the real eigenvalues of `H`. -/
noncomputable def groundEnergy (H : Matrix n n ℝ) : ℝ :=
  sInf {μ : ℝ | ∃ x : n → ℝ, x ≠ 0 ∧ H *ᵥ x = μ • x}
```

Vectors are left unnormalised in the code, so energies appear multiplied by x·x. Dividing by this factor is allowed because it is positive for x ≠ 0.

```lean
/-- A nonzero real vector has positive squared norm. -/
theorem dot_self_pos {x : n → ℝ} (hx : x ≠ 0) : 0 < x ⬝ᵥ x := by
  have h0 : 0 ≤ x ⬝ᵥ x := Finset.sum_nonneg fun i _ => mul_self_nonneg (x i)
  exact lt_of_le_of_ne h0 (Ne.symm (mt dotProduct_self_eq_zero.1 hx))
```

## For a fixed vector, the kinetic energy is linear in the coefficients

Moving Dᵀ to the other side of the scalar product gives

y·H(g)y = (Dy)·diag(g)(Dy) + y·Vy = Σᵢ gᵢ(Dy)ᵢ² + y·Vy.

For a fixed vector y, the kinetic term is linear in g and every gᵢ is multiplied by a square. Concavity will come from the first property and monotonicity from the second.

```lean
/-- The energy form is the sum of the squared components of `D y`, weighted by the kinetic
coefficients, plus the potential term. -/
theorem energy_expansion (D : Matrix m n ℝ) (V : Matrix n n ℝ) (g : m → ℝ) (y : n → ℝ) :
    y ⬝ᵥ hamiltonian D V g *ᵥ y = ∑ i, g i * (D *ᵥ y) i ^ 2 + y ⬝ᵥ V *ᵥ y := by
  have h : y ⬝ᵥ (Dᵀ * diagonal g * D) *ᵥ y = (D *ᵥ y) ⬝ᵥ (diagonal g *ᵥ (D *ᵥ y)) := by
    rw [← mulVec_mulVec, ← mulVec_mulVec, Matrix.dotProduct_mulVec y, vecMul_transpose]
  rw [hamiltonian, add_mulVec, dotProduct_add, h]
  congr 1
  simp only [dotProduct, mulVec_diagonal]
  exact Finset.sum_congr rfl fun i _ => by ring
```

The kinetic part is symmetric for every g, so H(g) is symmetric whenever V is.

```lean
omit [Fintype n] in
/-- The Hamiltonian is symmetric when the potential matrix is. -/
theorem hamiltonian_isSymm (D : Matrix m n ℝ) {V : Matrix n n ℝ} (hV : V.IsSymm)
    (g : m → ℝ) : (hamiltonian D V g).IsSymm := by
  unfold Matrix.IsSymm hamiltonian
  rw [transpose_add, transpose_mul, transpose_mul, transpose_transpose, diagonal_transpose,
    hV.eq, Matrix.mul_assoc]
```

## A minimising vector is an eigenvector

Let H be symmetric, and suppose that μ(y·y) ≤ y·Hy for all y, with equality at y = x. Define the residual w = Hx − μx and insert y = x + tw. The constant term vanishes by the equality at x, and symmetry combines the two cross terms:

0 ≤ 2t(w·w) + t²(w·Hw − μ w·w) for every real t.

A quadratic that is never negative has discriminant at most zero. Here the discriminant is 4(w·w)², so w = 0 and Hx = μx. In the code, `hquad` is the displayed inequality and `discrim_le_zero` supplies the discriminant condition.

```lean
/-- If `μ` bounds the energy form of a symmetric matrix from below, relative to the squared
norm, then a vector that attains the bound satisfies `H x = μ x`. -/
theorem eigen_of_minimal {H : Matrix n n ℝ} (hH : H.IsSymm) {μ : ℝ}
    (hmin : ∀ y : n → ℝ, μ * (y ⬝ᵥ y) ≤ y ⬝ᵥ H *ᵥ y) {x : n → ℝ}
    (hx : x ⬝ᵥ H *ᵥ x = μ * (x ⬝ᵥ x)) : H *ᵥ x = μ • x := by
  obtain ⟨w, hw⟩ : ∃ w, w = H *ᵥ x - μ • x := ⟨_, rfl⟩
  have hww : w ⬝ᵥ w = w ⬝ᵥ H *ᵥ x - μ * (w ⬝ᵥ x) := by
    have h := congrArg (fun v => w ⬝ᵥ v) hw
    simpa only [dotProduct_sub, dotProduct_smul, smul_eq_mul] using h
  have hsym : x ⬝ᵥ H *ᵥ w = w ⬝ᵥ H *ᵥ x := by
    rw [Matrix.dotProduct_mulVec x, ← mulVec_transpose, hH.eq, dotProduct_comm]
  -- Vary `x` along the residual `w`: a nonnegative quadratic in `t` without constant term.
  have hquad : ∀ t : ℝ, 0 ≤ (w ⬝ᵥ H *ᵥ w - μ * (w ⬝ᵥ w)) * (t * t)
      + (2 * (w ⬝ᵥ w)) * t + 0 := by
    intro t
    have h := hmin (x + t • w)
    simp only [mulVec_add, mulVec_smul, dotProduct_add, add_dotProduct, dotProduct_smul,
      smul_dotProduct, smul_eq_mul] at h
    linear_combination h + (-2 * t) * hww + hx + t * hsym + (-μ * t) * dotProduct_comm x w
  have hd := discrim_le_zero hquad
  unfold discrim at hd
  have hsq : (w ⬝ᵥ w) ^ 2 ≤ 0 := by nlinarith
  have hz : w ⬝ᵥ w = 0 := (pow_eq_zero_iff two_ne_zero).1 (le_antisymm hsq (sq_nonneg _))
  rw [dotProduct_self_eq_zero.1 hz] at hw
  exact sub_eq_zero.1 hw.symm
```

If such a μ has a nonzero eigenvector, it is the lowest eigenvalue. Indeed, for any other eigenpair Hy = νy the bound reads μ(y·y) ≤ ν(y·y), hence μ ≤ ν.

```lean
/-- An eigenvalue that bounds the energy form from below, relative to the squared norm, is the
ground energy. -/
theorem groundEnergy_eq {H : Matrix n n ℝ} {μ : ℝ} {x : n → ℝ} (hx : x ≠ 0)
    (he : H *ᵥ x = μ • x) (hmin : ∀ y : n → ℝ, μ * (y ⬝ᵥ y) ≤ y ⬝ᵥ H *ᵥ y) :
    groundEnergy H = μ := by
  refine IsLeast.csInf_eq ⟨⟨x, hx, he⟩, ?_⟩
  rintro ν ⟨y, hy, hν⟩
  have h := hmin y
  rw [hν, dotProduct_smul, smul_eq_mul] at h
  exact le_of_mul_le_mul_right h (dot_self_pos hy)
```

## The variational principle

It remains to find a minimising vector. The unit sphere x·x = 1 is closed, and each component on it satisfies |xᵢ| ≤ 1, so it is compact. It contains a basis vector because `n` is nonempty. The continuous function x·Hx therefore has a minimum on it, at some x with value μ = x·Hx.

For a general y ≠ 0, put s = √(y·y). Then y/s is a unit vector, and multiplying μ ≤ (y/s)·H(y/s) by s² gives

μ(y·y) ≤ y·Hy.

The two preceding results now show that x is an eigenvector and that μ is the ground energy. The theorem states both halves of the principle: a ground vector exists, and no trial vector has an energy expectation below the ground energy.

```lean
/-- Variational principle: for a symmetric matrix on a nonempty index set the ground energy is
an eigenvalue, and it bounds the energy form from below, relative to the squared norm. -/
theorem variational_principle [Nonempty n] {H : Matrix n n ℝ} (hH : H.IsSymm) :
    (∃ x : n → ℝ, x ≠ 0 ∧ H *ᵥ x = groundEnergy H • x) ∧
      ∀ y : n → ℝ, groundEnergy H * (y ⬝ᵥ y) ≤ y ⬝ᵥ H *ᵥ y := by
  classical
  have hc1 : Continuous fun x : n → ℝ => x ⬝ᵥ x := by
    simp only [dotProduct]
    fun_prop
  have hc2 : Continuous fun x : n → ℝ => x ⬝ᵥ H *ᵥ x := by
    simp only [dotProduct, mulVec]
    fun_prop
  -- The unit sphere is compact, so the energy form has a minimiser on it.
  have hK : IsCompact {x : n → ℝ | x ⬝ᵥ x = 1} := by
    refine Metric.isCompact_of_isClosed_isBounded (isClosed_eq hc1 continuous_const)
      ((Metric.isBounded_closedBall (x := (0 : n → ℝ)) (r := 1)).subset ?_)
    intro x hx
    have hx1 : ∑ j, x j * x j = 1 := hx
    rw [mem_closedBall_zero_iff, pi_norm_le_iff_of_nonneg zero_le_one]
    intro i
    have hi := Finset.single_le_sum (f := fun j => x j * x j)
      (fun j _ => mul_self_nonneg (x j)) (Finset.mem_univ i)
    have hi' : x i * x i ≤ 1 := hx1 ▸ hi
    rw [Real.norm_eq_abs]
    exact abs_le.2 ⟨by nlinarith, by nlinarith⟩
  obtain ⟨x, hxS, hxmin⟩ := hK.exists_isMinOn
    ⟨Pi.single (Classical.arbitrary n) 1, by simp⟩ hc2.continuousOn
  have hx1 : x ⬝ᵥ x = 1 := hxS
  have hx0 : x ≠ 0 := by
    intro h
    rw [h] at hx1
    simp at hx1
  -- Rescaling extends the bound from unit vectors to all vectors.
  have hmin : ∀ y : n → ℝ, (x ⬝ᵥ H *ᵥ x) * (y ⬝ᵥ y) ≤ y ⬝ᵥ H *ᵥ y := by
    intro y
    by_cases hy : y = 0
    · simp [hy]
    have hr := dot_self_pos hy
    obtain ⟨s, hs0, hs⟩ : ∃ s : ℝ, 0 < s ∧ s * s = y ⬝ᵥ y :=
      ⟨√(y ⬝ᵥ y), Real.sqrt_pos.2 hr, Real.mul_self_sqrt hr.le⟩
    have hs1 : s ≠ 0 := hs0.ne'
    have hz : (s⁻¹ • y) ⬝ᵥ (s⁻¹ • y) = 1 := by
      rw [smul_dotProduct, dotProduct_smul, smul_eq_mul, smul_eq_mul, ← hs]
      field_simp
    have h := isMinOn_iff.1 hxmin _ hz
    rw [mulVec_smul, smul_dotProduct, dotProduct_smul, smul_eq_mul, smul_eq_mul] at h
    calc (x ⬝ᵥ H *ᵥ x) * (y ⬝ᵥ y) = (x ⬝ᵥ H *ᵥ x) * (s * s) := by rw [hs]
      _ ≤ (s⁻¹ * (s⁻¹ * (y ⬝ᵥ H *ᵥ y))) * (s * s) :=
        mul_le_mul_of_nonneg_right h (mul_self_nonneg s)
      _ = y ⬝ᵥ H *ᵥ y := by field_simp
  have he := eigen_of_minimal hH hmin (x := x) (by rw [hx1, mul_one])
  rw [groundEnergy_eq hx0 he hmin]
  exact ⟨⟨x, hx0, he⟩, hmin⟩
```

## Monotonicity and concavity from trial vectors

Suppose gᵢ ≤ g′ᵢ for every i, and let x be a ground vector of the larger profile g′. Used as a trial vector for g, it gives

E(g)(x·x) ≤ Σᵢ gᵢ(Dx)ᵢ² + x·Vx
 ≤ Σᵢ g′ᵢ(Dx)ᵢ² + x·Vx = E(g′)(x·x),

and therefore E(g) ≤ E(g′).

For concavity, take a, b ≥ 0 with a + b = 1, and let x be a ground vector of the mixed profile ag + bg′. Used as a trial vector for both g and g′, it gives

[aE(g) + bE(g′)](x·x)
 ≤ a[Σᵢ gᵢ(Dx)ᵢ² + x·Vx] + b[Σᵢ g′ᵢ(Dx)ᵢ² + x·Vx]
 = Σᵢ (agᵢ + bg′ᵢ)(Dx)ᵢ² + x·Vx
 = E(ag + bg′)(x·x).

The potential terms combine into a single x·Vx because a + b = 1.

In the theorem, `Monotone` refers to the entrywise order of profiles, and `ConcaveOn ℝ Set.univ` says that concavity holds on the whole space of real profiles. The coefficients may have any sign, so the nonnegative ones of a physical kinetic energy are included. In the proof, `hb` is the variational bound in expanded form and `hground` supplies the ground vector with its energy.

```lean
/-- For a symmetric potential matrix on a nonempty index set, the ground energy is
nondecreasing in every kinetic coefficient and concave in the coefficient profile. -/
theorem groundEnergy_monotone_concave [Nonempty n] (D : Matrix m n ℝ) {V : Matrix n n ℝ}
    (hV : V.IsSymm) :
    Monotone (fun g : m → ℝ => groundEnergy (hamiltonian D V g)) ∧
      ConcaveOn ℝ Set.univ (fun g : m → ℝ => groundEnergy (hamiltonian D V g)) := by
  have hb := fun g y => ((variational_principle (hamiltonian_isSymm D hV g)).2 y).trans_eq
    (energy_expansion D V g y)
  have hground : ∀ g, ∃ x : n → ℝ, x ≠ 0 ∧ ∑ i, g i * (D *ᵥ x) i ^ 2 + x ⬝ᵥ V *ᵥ x
      = groundEnergy (hamiltonian D V g) * (x ⬝ᵥ x) := by
    intro g
    obtain ⟨x, hx, he⟩ := (variational_principle (hamiltonian_isSymm D hV g)).1
    exact ⟨x, hx, by rw [← energy_expansion D V g x, he, dotProduct_smul, smul_eq_mul]⟩
  constructor
  · intro g g' hg
    show groundEnergy (hamiltonian D V g) ≤ groundEnergy (hamiltonian D V g')
    -- The ground vector of the larger profile is a trial vector for the smaller one.
    obtain ⟨x, hx, he⟩ := hground g'
    have h := hb g x
    have hs : ∑ i, g i * (D *ᵥ x) i ^ 2 ≤ ∑ i, g' i * (D *ᵥ x) i ^ 2 :=
      Finset.sum_le_sum fun i _ => mul_le_mul_of_nonneg_right (hg i) (sq_nonneg _)
    exact le_of_mul_le_mul_right (by linarith) (dot_self_pos hx)
  · refine ⟨convex_univ, fun g _ g' _ a b ha hb' hab => ?_⟩
    show a * groundEnergy (hamiltonian D V g) + b * groundEnergy (hamiltonian D V g')
      ≤ groundEnergy (hamiltonian D V (a • g + b • g'))
    -- The ground vector of the mixed profile is a trial vector for both profiles.
    obtain ⟨x, hx, he⟩ := hground (a • g + b • g')
    have k1 := mul_le_mul_of_nonneg_left (hb g x) ha
    have k2 := mul_le_mul_of_nonneg_left (hb g' x) hb'
    have hs : ∑ i, (a • g + b • g') i * (D *ᵥ x) i ^ 2
        = a * ∑ i, g i * (D *ᵥ x) i ^ 2 + b * ∑ i, g' i * (D *ᵥ x) i ^ 2 := by
      simp only [Pi.add_apply, Pi.smul_apply, smul_eq_mul, Finset.mul_sum,
        ← Finset.sum_add_distrib]
      exact Finset.sum_congr rfl fun i _ => by ring
    refine le_of_mul_le_mul_right ?_ (dot_self_pos hx)
    linear_combination k1 + k2 + he + (-1) * hs + (x ⬝ᵥ V *ᵥ x) * hab
```

## Averaging any finite number of profiles

For profiles gₖ with weights wₖ ≥ 0 and Σₖ wₖ = 1, Jensen's inequality for a concave function gives

Σₖ wₖE(gₖ) ≤ E(Σₖ wₖgₖ).

```lean
/-- For a symmetric potential matrix on a nonempty index set and nonnegative weights of sum one,
the averaged profile has a ground energy no lower than the average of the ground energies. -/
theorem average_le [Nonempty n] (D : Matrix m n ℝ) {V : Matrix n n ℝ} (hV : V.IsSymm)
    {w : κ → ℝ} (hw : ∀ k, 0 ≤ w k) (h1 : ∑ k, w k = 1) (g : κ → m → ℝ) :
    ∑ k, w k * groundEnergy (hamiltonian D V (g k))
      ≤ groundEnergy (hamiltonian D V (∑ k, w k • g k)) := by
  have h := (groundEnergy_monotone_concave D hV).2.le_map_sum (t := Finset.univ) (w := w)
    (p := g) (fun k _ => hw k) h1 (fun _ _ => Set.mem_univ _)
  simpa only [smul_eq_mul] using h
```

For a vibrational model in a finite real orthonormal basis with diagonal G and one fixed potential, this gives the direction of any change when several coefficient profiles are replaced by their weighted average before diagonalisation: the ground energy is never below the average, with the same weights, of the separate ones.

The matrices D and V are the same for all profiles, so a potential that changes from profile to profile does not fit the model. This excludes the potential-like term that a change to curvilinear coordinates can add to the kinetic operator, if that term varies with the kinetic coefficients, and also profiles taken at different geometries of the remaining coordinates, unless the potential is held fixed. The average is taken component by component across profiles. Replacing a single profile by its mean along the coordinate is a different operation, and in general the inequality does not fix the sign of the resulting change. Excited levels and the continuum limit lie beyond the statement.

## Two grid points between walls

Here is an instance with a genuine difference matrix, worked by hand. A zero coefficient in it stands for the limit of infinite effective mass on that link. Two grid points lie between walls at which the amplitude vanishes. The differences along the three links are

Dx = (x₀, x₁ − x₀, −x₁),

and with V = 0 the Hamiltonian has the rows

(g₀ + g₁, −g₁) and (−g₁, g₁ + g₂).

- For g = (3, 2, 0) the rows are (5, −2) and (−2, 2). The eigenvalues are (7 ± 5)/2, so the ground energy is 1.
- For g = (0, 2, 3), the mirror image, the ground energy is also 1.
- For the average (3/2, 2, 3/2) the rows are (7/2, −2) and (−2, 7/2). The eigenvalues are 7/2 ± 2, so the ground energy is 3/2.

The average of the ground energies is 1, below 3/2. The normalised ground vector of the averaged profile is (1, 1)/√2. Its energy in each separate profile is 3/2, which lies above that profile's own minimum of 1.

## The inequality can be strict

The two-site case from the beginning is the formal example, with D the identity and V = 0. For coefficients a and b, any μ with μ ≤ a and μ ≤ b satisfies

μ(y₀² + y₁²) ≤ ay₀² + by₁².

This is `hb` in the proof. Together with an explicit eigenvector for each profile, it determines the three ground energies 0, 0 and 1/2 through `groundEnergy_eq`.

```lean
/-- On two sites with `D = 1` and `V = 0`, the profiles `(1, 0)` and `(0, 1)` both have ground
energy `0`, while their equal-weight average `(1/2, 1/2)` has ground energy `1/2`. -/
theorem average_strict_example :
    groundEnergy (hamiltonian (1 : Matrix (Fin 2) (Fin 2) ℝ) 0 ![1, 0]) = 0 ∧
    groundEnergy (hamiltonian (1 : Matrix (Fin 2) (Fin 2) ℝ) 0 ![0, 1]) = 0 ∧
    groundEnergy (hamiltonian (1 : Matrix (Fin 2) (Fin 2) ℝ) 0 ![1 / 2, 1 / 2]) = 1 / 2 := by
  -- The smaller coefficient bounds the energy form from below.
  have hb : ∀ a b μ : ℝ, μ ≤ a → μ ≤ b → ∀ y : Fin 2 → ℝ, μ * (y ⬝ᵥ y)
      ≤ y ⬝ᵥ hamiltonian (1 : Matrix (Fin 2) (Fin 2) ℝ) 0 ![a, b] *ᵥ y := by
    intro a b μ ha hb y
    rw [energy_expansion, zero_mulVec, dotProduct_zero, one_mulVec]
    simp only [dotProduct, Fin.sum_univ_two, cons_val_zero, cons_val_one]
    nlinarith [mul_nonneg (sub_nonneg.2 ha) (sq_nonneg (y 0)),
      mul_nonneg (sub_nonneg.2 hb) (sq_nonneg (y 1))]
  refine ⟨groundEnergy_eq (x := ![0, 1]) (fun h => by simpa using congrFun h 1) ?_
      (hb _ _ _ (by norm_num) (by norm_num)),
    groundEnergy_eq (x := ![1, 0]) (fun h => by simpa using congrFun h 0) ?_
      (hb _ _ _ (by norm_num) (by norm_num)),
    groundEnergy_eq (x := ![1, 0]) (fun h => by simpa using congrFun h 0) ?_
      (hb _ _ _ (by norm_num) (by norm_num))⟩ <;>
  · ext i
    fin_cases i <;> simp [hamiltonian, mulVec_diagonal]

end KineticProfile
```

```lean
#print axioms KineticProfile.groundEnergy_monotone_concave
#print axioms KineticProfile.average_le
#print axioms KineticProfile.average_strict_example
```

```
'KineticProfile.groundEnergy_monotone_concave' depends on axioms: [propext, Classical.choice, Quot.sound]
'KineticProfile.average_le' depends on axioms: [propext, Classical.choice, Quot.sound]
'KineticProfile.average_strict_example' depends on axioms: [propext, Classical.choice, Quot.sound]
```
